# The function exp(−k|x|) is a weak eigenstate of the potential −gδ(x) exactly when k = g and E = −g²/2

## Away from the origin, every exponent passes

Take a particle on a line in the potential $-g\,\delta(x)$, in atomic units, and try the wavefunction $f(x)=e^{-k|x|}$. At every point $x\neq 0$ the potential vanishes and
$$-\tfrac12 f''(x) = -\tfrac{k^2}{2}\,f(x).$$
If the Schrödinger equation is checked only at such points, every $k$ is accepted, with energy $-k^2/2$. For $g=1$ the choice $k=3$ would give the energy $-9/2$, although the bound state of this form has energy $-1/2$. The missing information sits at the single point $x=0$, where $f$ has a cusp and $f''$ does not exist as an ordinary function.

## A short-range well and its cusp

The real number $g$ is the strength of the potential, attractive for $g>0$. The delta function stands for a well whose range is so short compared with the length scale of the wavefunction that only its integrated strength $g$ matters.

To include the origin, multiply the equation by a test function $\varphi$ that is twice continuously differentiable and vanishes outside a bounded interval, integrate, and let the second derivative act on $\varphi$:
$$-\frac12\int f\varphi''\,dx - g f(0)\varphi(0) = E\int f\varphi\,dx .$$
If this holds for all such $\varphi$, then $f$ is called a weak eigenstate with energy $E$. The result is that $e^{-k|x|}$ is a weak eigenstate if and only if $k=g$ and $E=-g^2/2$. For $g>0$ this function decays and is a bound state; for $g\le 0$ it does not decay and is not a bound state. In every case its slopes just right and just left of the origin are $-g f(0)$ and $+g f(0)$.

Kato's cusp condition concerns many-electron wavefunctions at the Coulomb singularities of the potential. The present result is a one-particle, one-dimensional analogue for a single family of functions, and it shows in that model how the strength of a singular potential fixes the slope of the wavefunction relative to its value at the singularity. In an atom the nuclear charge does the same for the spherically averaged wavefunction at the nucleus.

## From the cusp to the energy

Let $a$ be a real number and set $F(x)=e^{ax}\,(\varphi'(x)-a\varphi(x))$. The product rule gives
$$F' = e^{ax}\,(a\varphi'-a^2\varphi+\varphi''-a\varphi') = e^{ax}\,(\varphi''-a^2\varphi).$$
Since $F$ vanishes far from the origin, integration over the half-lines leaves only boundary terms:
$$\int_{-\infty}^0 F'\,dx = \varphi'(0)-a\varphi(0),\qquad \int_0^\infty F'\,dx = -\bigl(\varphi'(0)-a\varphi(0)\bigr).$$

On the left half-line $f(x)=e^{kx}$, so use $a=k$. On the right $f(x)=e^{-kx}$, so use $a=-k$. Adding the two halves gives
$$\int f\,(\varphi''-k^2\varphi)\,dx = \varphi'(0)-k\varphi(0)-\varphi'(0)-k\varphi(0) = -2k\,\varphi(0),$$
and therefore
$$\int f\varphi''\,dx = k^2\int f\varphi\,dx - 2k\,\varphi(0).$$
The last term is the contribution of the cusp. Insert this into the weak equation, with $f(0)=1$:
$$-\frac{k^2}{2}\int f\varphi\,dx + k\varphi(0) - g\varphi(0) = E\int f\varphi\,dx,$$
which rearranges to
$$(k-g)\,\varphi(0) = \Bigl(E+\frac{k^2}{2}\Bigr)\int f\varphi\,dx .$$

Now choose test functions. A nonnegative bump centred at $x=2$ that vanishes at distance one or more from its centre has $\varphi(0)=0$ and $\int f\varphi\,dx>0$, so $E=-k^2/2$. The right-hand side is then zero for every $\varphi$. A bump with $\varphi(0)=1$ gives $k=g$, and hence $E=-g^2/2$. Conversely, with these values both sides vanish for every $\varphi$.

For the slopes, $f(x)=e^{-gx}$ when $x\ge 0$ and $f(x)=e^{gx}$ when $x\le 0$. The one-sided derivatives at zero are $-g$ and $g$, and $f(0)=1$.

## One test function in numbers

Take $g=k=1$ and $E=-1/2$, with $\varphi(x)=(1-x^2)^3$ for $|x|\le 1$ and zero elsewhere. The third power makes $\varphi$ twice continuously differentiable at $x=\pm1$. Inside the interval
$$\varphi=1-3x^2+3x^4-x^6,\qquad \varphi''=-6+36x^2-30x^4 .$$
The moments $M_n=\int_0^1 x^n e^{-x}\,dx$ obey $M_n=nM_{n-1}-1/e$ for $n\ge1$, starting from $M_0=1-1/e$. This yields $M_2=2-5/e$, $M_4=24-65/e$ and $M_6=720-1957/e$. Hence
$$\int f\varphi\,dx = 2(M_0-3M_2+3M_4-M_6) = \frac{3552}{e}-1306\approx 0.7078,$$
$$\int f\varphi''\,dx = 2(-6M_0+36M_2-30M_4) = \frac{3552}{e}-1308\approx -1.2922 .$$
They differ by $2=2k\varphi(0)$, as the cusp term requires. The left side of the weak equation is $0.6461-1=-0.3539$, and the right side is $-\tfrac12\cdot 0.7078=-0.3539$.

## The statement in Lean

`cuspState k` is the function $e^{-k|x|}$ for any real `k`. It is not normalised: for $k>0$ the normalised state is $\sqrt{k}\,e^{-k|x|}$. The normalised bound state thus has the value $\sqrt g$ at the origin and the slopes $\mp g^{3/2}$ on its right and left.

`IsWeakEigenstate g E f` is the weak equation above. The definition does not itself require `f` to be continuous or nonzero, and the zero function satisfies it for every `E`; the functions $e^{-k|x|}$ in the theorems are continuous and never zero. `ContDiff ℝ 2 φ` and `HasCompactSupport φ` describe the test functions, and `deriv (deriv φ) x` is $\varphi''(x)$. The wavefunction and the test functions are real-valued. The delta potential enters through the term `g * f 0 * φ 0`; it is part of the definition and is not derived as a limit of narrow wells.

Three theorems carry the physics:

- `delta_cusp_iff` is the equivalence, for all real `k`, `g` and `E`. It includes the constant function at $k=g=0$, with energy zero.
- `exists_decaying_iff_attractive` says that a weak eigenstate $e^{-k|x|}$ with $k>0$ exists exactly when $g>0$.
- `one_sided_slopes` gives the cusp condition. `HasDerivWithinAt` with the set `Ici 0` is the derivative from the right, and with `Iic 0` the derivative from the left.

The theorems concern only functions of the form $e^{-k|x|}$. They do not classify all eigenstates of the delta potential, and they do not construct its Hamiltonian as a self-adjoint operator.

## A repulsive potential when k may be negative

The condition `0 < k` in `exists_decaying_iff_attractive` is what selects decaying functions. Without it the equivalence fails at $g=-1$, where the potential $+\delta(x)$ is repulsive. The choice $k=-1$, $E=-1/2$ satisfies `delta_cusp_iff`, so $e^{|x|}$ is a weak eigenstate although $g<0$. This function grows at infinity and is not a bound state. The weak equation does not notice the growth, because each test function vanishes outside a bounded interval.

## The complete file

```lean
import Mathlib

open MeasureTheory Set

namespace DeltaPotentialCusp

noncomputable section

/-- The wavefunction `exp (-k |x|)` on the line, with a cusp at the origin when `k ≠ 0`. -/
def cuspState (k x : ℝ) : ℝ := Real.exp (-k * |x|)

/-- For continuous `f`, this says that `-f''/2 - g δ(x) f = E f` in the weak sense: the equation
holds after integration against every compactly supported `C²` test function. -/
def IsWeakEigenstate (g E : ℝ) (f : ℝ → ℝ) : Prop :=
  ∀ φ : ℝ → ℝ, ContDiff ℝ 2 φ → HasCompactSupport φ →
    (∫ x, f x * (-(deriv (deriv φ) x) / 2)) - g * f 0 * φ 0 = E * ∫ x, f x * φ x

/-- The derivative of a `C²` test function is `C¹`. -/
lemma contDiff_deriv_test {φ : ℝ → ℝ} (h : ContDiff ℝ 2 φ) : ContDiff ℝ 1 (deriv φ) := by
  have h2 : ContDiff ℝ (1 + 1) φ := by
    rw [one_add_one_eq_two]
    exact h
  exact (contDiff_succ_iff_deriv.1 h2).2.2

/-- Integrating `exp (a x) (φ'' - a² φ)` over either half-line leaves only a boundary term at
the origin. -/
theorem half_line_integrals (a : ℝ) {φ : ℝ → ℝ} (h : ContDiff ℝ 2 φ)
    (hc : HasCompactSupport φ) :
    (∫ x in Iic (0 : ℝ), Real.exp (a * x) * (deriv (deriv φ) x - a ^ 2 * φ x))
        = deriv φ 0 - a * φ 0 ∧
    (∫ x in Ioi (0 : ℝ), Real.exp (a * x) * (deriv (deriv φ) x - a ^ 2 * φ x))
        = -(deriv φ 0 - a * φ 0) := by
  have h1 := contDiff_deriv_test h
  have h0 : ContDiff ℝ 1 φ := h.of_le one_le_two
  -- the primitive of the integrand
  let F : ℝ → ℝ := fun x => Real.exp (a * x) * (deriv φ x + -a * φ x)
  have hF : ContDiff ℝ 1 F :=
    (Real.contDiff_exp.comp (contDiff_const.mul contDiff_id)).mul
      (h1.add (contDiff_const.mul h0))
  have hFc : HasCompactSupport F :=
    HasCompactSupport.mul_left (f := fun x => Real.exp (a * x))
      (hc.deriv.add (HasCompactSupport.mul_left (f := fun _ => -a) hc))
  have hd : deriv F = fun x => Real.exp (a * x) * (deriv (deriv φ) x - a ^ 2 * φ x) := by
    funext x
    have he : HasDerivAt (fun y => Real.exp (a * y)) (Real.exp (a * x) * a) x := by
      simpa using ((hasDerivAt_id' x).const_mul a).exp
    have d1 : HasDerivAt (deriv φ) (deriv (deriv φ) x) x :=
      (h1.differentiable (by norm_num) x).hasDerivAt
    have d0 : HasDerivAt φ (deriv φ x) x := (h0.differentiable (by norm_num) x).hasDerivAt
    have hx := (he.fun_mul (d1.fun_add (d0.const_mul (-a)))).deriv
    refine hx.trans ?_
    ring
  have hF0 : F 0 = deriv φ 0 - a * φ 0 := by
    simp only [F, mul_zero, Real.exp_zero]
    ring
  rw [← hd, ← hF0]
  exact ⟨hFc.integral_Iic_deriv_eq hF 0, hFc.integral_Ioi_deriv_eq hF 0⟩

/-- The wavefunction `exp (-k |x|)` is continuous. -/
lemma continuous_cuspState (k : ℝ) : Continuous (cuspState k) :=
  Real.continuous_exp.comp (continuous_const.mul continuous_abs)

/-- The weak second derivative of `exp (-k |x|)` is `k² exp (-k |x|) - 2 k δ(x)`. -/
theorem weak_second_derivative (k : ℝ) {φ : ℝ → ℝ} (h : ContDiff ℝ 2 φ)
    (hc : HasCompactSupport φ) :
    (∫ x, cuspState k x * deriv (deriv φ) x)
      = k ^ 2 * (∫ x, cuspState k x * φ x) - 2 * k * φ 0 := by
  have c2 : Continuous (deriv (deriv φ)) := (contDiff_deriv_test h).continuous_deriv le_rfl
  have i2 : Integrable (fun x => cuspState k x * deriv (deriv φ) x) :=
    ((continuous_cuspState k).mul c2).integrable_of_hasCompactSupport
      (HasCompactSupport.mul_left (f := cuspState k) hc.deriv.deriv)
  have i0 : Integrable (fun x => cuspState k x * φ x) :=
    ((continuous_cuspState k).mul h.continuous).integrable_of_hasCompactSupport
      (HasCompactSupport.mul_left (f := cuspState k) hc)
  have hsub := integral_sub i2 (i0.const_mul (k ^ 2))
  rw [integral_const_mul] at hsub
  -- split the line at the cusp
  have hsplit := integral_add_compl (measurableSet_Iic (a := (0 : ℝ)))
    (i2.sub (i0.const_mul (k ^ 2)))
  simp only [Pi.sub_apply, compl_Iic] at hsplit
  have hl : (∫ x in Iic (0 : ℝ),
      (cuspState k x * deriv (deriv φ) x - k ^ 2 * (cuspState k x * φ x)))
        = deriv φ 0 - k * φ 0 := by
    rw [← (half_line_integrals k h hc).1]
    refine setIntegral_congr_fun measurableSet_Iic (fun x hx => ?_)
    have hx' : x ≤ 0 := hx
    simp only [cuspState, abs_of_nonpos hx', neg_mul_neg]
    ring
  have hr : (∫ x in Ioi (0 : ℝ),
      (cuspState k x * deriv (deriv φ) x - k ^ 2 * (cuspState k x * φ x)))
        = -(deriv φ 0 - -k * φ 0) := by
    rw [← (half_line_integrals (-k) h hc).2]
    refine setIntegral_congr_fun measurableSet_Ioi (fun x hx => ?_)
    have hx' : 0 < x := hx
    simp only [cuspState, abs_of_pos hx']
    ring
  linarith

/-- The weak eigenvalue equation for `exp (-k |x|)` balances a term at the origin against a
term spread over the line. -/
theorem weak_equation_iff_balance (k g E : ℝ) :
    IsWeakEigenstate g E (cuspState k) ↔
      ∀ φ : ℝ → ℝ, ContDiff ℝ 2 φ → HasCompactSupport φ →
        (k - g) * φ 0 = (E + k ^ 2 / 2) * ∫ x, cuspState k x * φ x := by
  refine forall_congr' fun φ => forall_congr' fun h => forall_congr' fun hc => ?_
  have hkin : (∫ x, cuspState k x * (-(deriv (deriv φ) x) / 2))
      = (-1 / 2) * ∫ x, cuspState k x * deriv (deriv φ) x := by
    rw [← integral_const_mul]
    congr 1
    funext x
    ring
  have h0 : cuspState k 0 = 1 := by simp [cuspState]
  rw [hkin, weak_second_derivative k h hc, h0]
  constructor <;> intro he <;> linear_combination he

/-- Around every point `c` there is a nonnegative `C²` test function equal to one at `c` and
vanishing at distance one or more. -/
lemma exists_test_function (c : ℝ) : ∃ φ : ℝ → ℝ, ContDiff ℝ 2 φ ∧ HasCompactSupport φ ∧
    (∀ x, 0 ≤ φ x) ∧ φ c = 1 ∧ ∀ x, 1 ≤ dist x c → φ x = 0 := by
  let b : ContDiffBump c := ⟨1 / 2, 1, by norm_num, by norm_num⟩
  have hb : ContDiff ℝ 2 (b : ℝ → ℝ) := by exact_mod_cast b.contDiff (n := 2)
  exact ⟨b, hb, b.hasCompactSupport, fun x => b.nonneg,
    b.one_of_mem_closedBall (Metric.mem_closedBall_self b.rIn_pos.le),
    fun x hx => b.zero_of_le_dist hx⟩

/-- The function `exp (-k |x|)` is a weak eigenstate of the delta potential `-g δ(x)` with
energy `E` exactly when `k = g` and `E = -g²/2`. -/
theorem delta_cusp_iff (k g E : ℝ) :
    IsWeakEigenstate g E (cuspState k) ↔ k = g ∧ E = -g ^ 2 / 2 := by
  rw [weak_equation_iff_balance]
  constructor
  · intro H
    -- a test function away from the origin fixes the energy
    obtain ⟨φ, h, hc, hn, h1, hz⟩ := exists_test_function 2
    have hφ0 : φ 0 = 0 := hz 0 (by norm_num [Real.dist_eq])
    have hpos : 0 < ∫ x, cuspState k x * φ x := by
      refine Continuous.integral_pos_of_hasCompactSupport_nonneg_nonzero (x := 2)
        ((continuous_cuspState k).mul h.continuous)
        (HasCompactSupport.mul_left (f := cuspState k) hc)
        (fun x => mul_nonneg (Real.exp_pos _).le (hn x)) ?_
      rw [h1, mul_one]
      exact (Real.exp_pos _).ne'
    have hE : E + k ^ 2 / 2 = 0 := by
      have e := H φ h hc
      rw [hφ0, mul_zero] at e
      exact (mul_eq_zero.1 e.symm).resolve_right hpos.ne'
    -- a test function at the origin fixes the exponent
    obtain ⟨χ, h', hc', -, h1', -⟩ := exists_test_function 0
    have e := H χ h' hc'
    rw [hE, h1', zero_mul, mul_one] at e
    have hk : k = g := sub_eq_zero.1 e
    subst hk
    exact ⟨rfl, by linarith⟩
  · rintro ⟨rfl, rfl⟩ φ - -
    ring

/-- A decaying weak eigenstate of the form `exp (-k |x|)` exists exactly when the delta
potential is attractive. -/
theorem exists_decaying_iff_attractive (g : ℝ) :
    (∃ k E : ℝ, 0 < k ∧ IsWeakEigenstate g E (cuspState k)) ↔ 0 < g := by
  constructor
  · rintro ⟨k, E, hk, H⟩
    exact ((delta_cusp_iff k g E).1 H).1 ▸ hk
  · intro hg
    exact ⟨g, -g ^ 2 / 2, hg, (delta_cusp_iff g g _).2 ⟨rfl, rfl⟩⟩

/-- If `f = exp (-k |x|)` is a weak eigenstate, its slopes just right and just left of the
origin are `-g f(0)` and `g f(0)`. -/
theorem one_sided_slopes {k g E : ℝ} (H : IsWeakEigenstate g E (cuspState k)) :
    HasDerivWithinAt (cuspState k) (-g * cuspState k 0) (Ici 0) 0 ∧
    HasDerivWithinAt (cuspState k) (g * cuspState k 0) (Iic 0) 0 := by
  obtain ⟨rfl, -⟩ := (delta_cusp_iff k g E).1 H
  have h0 : cuspState k 0 = 1 := by simp [cuspState]
  have he : ∀ a : ℝ, HasDerivAt (fun y => Real.exp (a * y)) a 0 := fun a => by
    simpa using ((hasDerivAt_id' (0 : ℝ)).const_mul a).exp
  rw [h0, mul_one, mul_one]
  constructor
  · refine (he (-k)).hasDerivWithinAt.congr (fun x hx => ?_) (by simp [cuspState])
    have hx' : 0 ≤ x := hx
    simp only [cuspState, abs_of_nonneg hx']
  · refine (he k).hasDerivWithinAt.congr (fun x hx => ?_) (by simp [cuspState])
    have hx' : x ≤ 0 := hx
    simp only [cuspState, abs_of_nonpos hx', neg_mul_neg]

end

end DeltaPotentialCusp
```

```lean
#print axioms DeltaPotentialCusp.delta_cusp_iff
#print axioms DeltaPotentialCusp.exists_decaying_iff_attractive
#print axioms DeltaPotentialCusp.one_sided_slopes
```

```
'DeltaPotentialCusp.delta_cusp_iff' depends on axioms: [propext, Classical.choice, Quot.sound]
'DeltaPotentialCusp.exists_decaying_iff_attractive' depends on axioms: [propext, Classical.choice, Quot.sound]
'DeltaPotentialCusp.one_sided_slopes' depends on axioms: [propext, Classical.choice, Quot.sound]
```

## How the proof follows the derivation

**The half-lines.** `contDiff_deriv_test` records that $\varphi'$ is continuously differentiable. `half_line_integrals` defines the primitive `F`, shows that it is continuously differentiable with compact support, and computes its derivative in `hd` by the product rule; `ring` cancels the two terms $a\varphi'$. The Mathlib results `integral_Iic_deriv_eq` and `integral_Ioi_deriv_eq` then supply the boundary terms.

**The cusp term.** `weak_second_derivative` joins the halves. With `continuous_cuspState`, both integrands are continuous with compact support and therefore integrable, which allows the integral of the difference to be separated. `integral_add_compl` splits the line at the origin. In `hl` and `hr` the absolute value is replaced by $-x$ or $x$, and the half-line result is used with $a=k$ or $a=-k$. `linarith` adds the two pieces, and $\varphi'(0)$ cancels.

**The balance.** `weak_equation_iff_balance` works with one test function at a time. It takes the factor $-1/2$ out of the kinetic integral, inserts the cusp formula and $f(0)=1$, and rearranges. The same `linear_combination he` serves both directions, since the two equations differ only by moving terms across the equals sign.

**The two bumps.** `exists_test_function` takes a smooth bump from Mathlib with inner radius $1/2$ and outer radius $1$. In `delta_cusp_iff` the bump at $2$ comes first. Its integral against $f$ is strictly positive, because the integrand is continuous, nonnegative and nonzero at $x=2$; dividing out this integral gives `hE`. The bump at $0$ then turns the balance into $k-g=0$. In the converse direction, substituting the values of $k$ and $E$ leaves an identity that `ring` closes.

**The consequences.** For `exists_decaying_iff_attractive`, the equivalence transfers positivity from $k$ to $g$, and for $g>0$ the pair $k=g$, $E=-g^2/2$ is the required example. `one_sided_slopes` first uses the equivalence to replace $g$ by $k$. It then differentiates $e^{-kx}$ and $e^{kx}$ at zero and transfers these derivatives to `cuspState k` on the half-line where the functions agree.
